# With nonzero amplitudes, a one-channel R-function takes every real value exactly once between neighbouring poles

To find the matched energies of a one-channel R-matrix problem numerically, one can take the pole energies in order and run a bracketed root search, such as bisection, between each pair of neighbours. The search is complete inside the gaps if every gap holds exactly one root. That is proved here for finitely many distinct poles, nonzero real amplitudes and a boundary value that doesn't depend on energy.

Write the poles as $e_0 < e_1 < \dots < e_n$ and the amplitudes as $g_0, \dots, g_n$. The level equation is

$$R(E) = \sum_{i=0}^{n} \frac{g_i^2}{e_i - E} = c .$$

The poles are the energies of the inner-region states for one fixed, finite logarithmic derivative at the boundary, and $g_i$ measures the size of state $i$ at the boundary. An exact inner region has infinitely many such states and no highest pole; a finite sum is what a finite basis or a truncation gives. The number $c$ stands for the condition that the outer region imposes there: fixing $c$ fixes the logarithmic derivative of the wave function at the boundary, and $c = 0$ describes a hard wall, where the wave function vanishes. When a bound state is matched to a decaying tail in the outer region, the logarithmic derivative of the tail varies with energy, and a constant $c$ leaves that variation out.

```lean
import Mathlib

open Set

namespace RMatrixLevels

noncomputable section
```

The file loads Mathlib and opens the namespace `Set`, so that the open interval $(a,b)$ can be written `Ioo a b` and the closed interval $[a,b]$ as `Icc a b`.

## The R-function and its slope

```lean
/-- The one-channel R-function with poles `e i` and real amplitudes `g i`,
evaluated at the energy `E`. -/
def rFunction {n : ℕ} (e g : Fin n → ℝ) (E : ℝ) : ℝ :=
  ∑ i, g i ^ 2 / (e i - E)
```

`Fin n` is the type of the indices $0, 1, \dots, n-1$, so `e : Fin n → ℝ` is a list of $n$ real pole energies and `g` is the matching list of amplitudes. The definition is the sum above, with the number of poles left general. The poles and amplitudes are given data; no Hamiltonian is diagonalised to obtain them. At a pole Lean evaluates the division by zero as zero, which is harmless here because the levels are sought strictly between poles.

```lean
/-- Away from the poles, the energy derivative of the R-function is the sum of
`g i ^ 2 / (e i - E) ^ 2`. -/
theorem hasDerivAt_rFunction {n : ℕ} (e g : Fin n → ℝ) {E : ℝ}
    (hE : ∀ i, E ≠ e i) :
    HasDerivAt (rFunction e g) (∑ i, g i ^ 2 / (e i - E) ^ 2) E := by
  show HasDerivAt (fun x => ∑ i, g i ^ 2 / (e i - x)) _ E
  apply HasDerivAt.fun_sum
  intro i _
  have h : e i - E ≠ 0 := sub_ne_zero.2 (hE i).symm
  exact ((hasDerivAt_const E (g i ^ 2)).fun_div
    ((hasDerivAt_id' E).const_sub (e i)) h).congr_deriv (by ring)
```

`HasDerivAt f d E` says that $f$ is differentiable at $E$ with derivative $d$. The hypothesis `hE` keeps $E$ away from all poles. By hand, each term gives

$$\frac{d}{dE}\,\frac{g_i^2}{e_i - E} = \frac{g_i^2}{(e_i - E)^2},$$

and the terms add. The proof follows the same route: `HasDerivAt.fun_sum` reduces the claim to one term, `fun_div` is the quotient rule, and `ring` tidies the algebra. This is the slope that a Newton step would need. The later proofs compare two energies directly and don't use it.

## Growth between the poles

```lean
/-- If all amplitudes are nonzero and no pole lies between two energies or on either of them, the
R-function is strictly larger at the higher energy. -/
theorem rFunction_lt {n : ℕ} {e g : Fin (n + 1) → ℝ} (hg : ∀ i, g i ≠ 0)
    {E E' : ℝ} (h : E < E') (hs : ∀ i, 0 < (e i - E) * (e i - E')) :
    rFunction e g E < rFunction e g E' := by
  unfold rFunction
  apply Finset.sum_lt_sum_of_nonempty Finset.univ_nonempty
  intro i _
  have h1 : e i - E ≠ 0 := left_ne_zero_of_mul (hs i).ne'
  have h2 : e i - E' ≠ 0 := right_ne_zero_of_mul (hs i).ne'
  -- each pole term grows by a manifestly positive amount
  have key : g i ^ 2 / (e i - E') - g i ^ 2 / (e i - E)
      = g i ^ 2 * (E' - E) / ((e i - E) * (e i - E')) := by
    rw [div_sub_div _ _ h2 h1, div_eq_div_iff (mul_ne_zero h2 h1) (mul_ne_zero h1 h2)]
    ring
  have hg2 : 0 < g i ^ 2 := by
    have := hg i
    positivity
  have hpos := div_pos (mul_pos hg2 (sub_pos.2 h)) (hs i)
  linarith
```

From here on there are $n+1$ poles, so at least one. The hypothesis `hs` says $(e_i - E)(e_i - E') > 0$ for every $i$: each pole lies either above both energies or below both. Different poles may lie on different sides, but none lies between the two energies or on either of them.

For $E < E'$, a common denominator gives

$$\frac{g_i^2}{e_i - E'} - \frac{g_i^2}{e_i - E} = \frac{g_i^2\,(E' - E)}{(e_i - E)(e_i - E')} > 0 .$$

Every term grows, so the sum grows. In the proof, `key` is this identity, `hpos` is the positivity of its right side, and `Finset.sum_lt_sum_of_nonempty` passes from the terms to the sum.

```lean
/-- With nonzero amplitudes, the R-function is strictly increasing between two neighbouring poles.
-/
theorem rFunction_strictMonoOn_gap {n : ℕ} {e g : Fin (n + 1) → ℝ}
    (he : StrictMono e) (hg : ∀ i, g i ≠ 0) (i : Fin n) :
    StrictMonoOn (rFunction e g) (Ioo (e i.castSucc) (e i.succ)) := by
  intro E hE E' hE' h
  apply rFunction_lt hg h
  intro j
  have hj : (j : ℕ) ≤ i ∨ (i : ℕ) + 1 ≤ j := by omega
  rcases hj with hj | hj
  · have hle : e j ≤ e i.castSucc := he.monotone (Fin.le_def.2 hj)
    exact mul_pos_of_neg_of_neg (by linarith [hE.1]) (by linarith [hE'.1])
  · have hle : e i.succ ≤ e j := he.monotone (Fin.le_def.2 hj)
    exact mul_pos (by linarith [hE.2]) (by linarith [hE'.2])
```

A gap is labelled by `i : Fin n`, that is, $i = 0, \dots, n-1$. The two bounding poles need indices in the larger range $0, \dots, n$, and Lean keeps the two ranges as separate types. `i.castSucc` is the same number $i$ read in the larger range, and `i.succ` is $i+1$. The interval in the statement is therefore $(e_i, e_{i+1})$. `StrictMono e` says that the poles are strictly increasing, which excludes degenerate ones.

The theorem says that $R$ is strictly increasing on each gap. Take $E < E'$ in the gap and any pole $e_j$. Either $j \le i$, so that $e_j \le e_i$ lies below both energies and both factors in `hs` are negative, or $j \ge i+1$, so that $e_j$ lies above both and both factors are positive. The product is positive in each case, and the previous theorem applies. The tactic `omega` supplies the case split on integers, and `linarith` supplies the signs.

## Separating the two singular terms

```lean
/-- In a gap, the R-function is the sum of the two bounding pole terms and a background
that is continuous up to and including both poles. -/
theorem rFunction_split {n : ℕ} {e : Fin (n + 1) → ℝ} (g : Fin (n + 1) → ℝ)
    (he : StrictMono e) (i : Fin n) :
    ∃ S : ℝ → ℝ, ContinuousOn S (Icc (e i.castSucc) (e i.succ)) ∧
      ∀ E, rFunction e g E = g i.castSucc ^ 2 / (e i.castSucc - E)
        + (g i.succ ^ 2 / (e i.succ - E) + S E) := by
  have hlt : i.castSucc < i.succ := Fin.lt_def.2 (Nat.lt_succ_self i.val)
  refine ⟨fun E => ∑ j ∈ (Finset.univ.erase i.castSucc).erase i.succ,
    g j ^ 2 / (e j - E), ?_, ?_⟩
  · apply continuousOn_finsetSum
    intro j hj
    have hj1 : j ≠ i.succ := (Finset.mem_erase.1 hj).1
    have hj2 : j ≠ i.castSucc := (Finset.mem_erase.1 (Finset.mem_erase.1 hj).2).1
    refine ContinuousOn.div continuousOn_const (by fun_prop) ?_
    intro E hE
    have hc : (j : ℕ) ≤ i ∨ (i : ℕ) + 1 ≤ j := by omega
    rcases hc with hc | hc
    · have h := he (lt_of_le_of_ne (Fin.le_def.2 hc : j ≤ i.castSucc) hj2)
      exact ne_of_lt (by linarith [hE.1])
    · have h := he (lt_of_le_of_ne (Fin.le_def.2 hc : i.succ ≤ j) hj1.symm)
      exact ne_of_gt (by linarith [hE.2])
  · intro E
    have h1 := Finset.add_sum_erase Finset.univ
      (fun j => g j ^ 2 / (e j - E)) (Finset.mem_univ i.castSucc)
    have h2 := Finset.add_sum_erase (Finset.univ.erase i.castSucc)
      (fun j => g j ^ 2 / (e j - E))
      (Finset.mem_erase.2 ⟨hlt.ne', Finset.mem_univ i.succ⟩)
    exact h1.symm.trans
      (congrArg (fun x => g i.castSucc ^ 2 / (e i.castSucc - E) + x) h2.symm)
```

This theorem writes

$$R(E) = \frac{g_i^2}{e_i - E} + \frac{g_{i+1}^2}{e_{i+1} - E} + S(E), \qquad S(E) = \sum_{j \ne i,\, i+1} \frac{g_j^2}{e_j - E},$$

where the background $S$ is continuous on the whole closed interval $[e_i, e_{i+1}]$. The Lean statement asserts only that such a continuous $S$ exists; the formula for it is given in the proof. This $S$ is continuous because every remaining pole lies strictly outside that interval, so no denominator in $S$ vanishes there. With only two poles, $S$ is the empty sum, zero.

The proof has two parts. The first checks continuity term by term, again splitting into $j \le i$ and $j \ge i+1$. The second uses `Finset.add_sum_erase` twice to take one index, and then the other, out of the full sum.

## Exactly one level in each gap

```lean
/-- With nonzero amplitudes, for every real boundary value `c`, the level equation `R(E) = c` has
exactly one solution in each open gap between neighbouring poles. -/
theorem existsUnique_level_in_gap {n : ℕ} {e g : Fin (n + 1) → ℝ}
    (he : StrictMono e) (hg : ∀ i, g i ≠ 0) (c : ℝ) (i : Fin n) :
    ∃! E, E ∈ Ioo (e i.castSucc) (e i.succ) ∧ rFunction e g E = c := by
  have hab : e i.castSucc < e i.succ := he (Fin.lt_def.2 (Nat.lt_succ_self i.val))
  obtain ⟨S, hS, hsplit⟩ := rFunction_split g he i
  have hmono := rFunction_strictMonoOn_gap he hg i
  have hgk := hg i.castSucc
  have hgl := hg i.succ
  generalize e i.castSucc = a at *
  generalize e i.succ = b at *
  generalize g i.castSucc = u at *
  generalize g i.succ = v at *
  have hd : 0 < b - a := sub_pos.2 hab
  have hu : 0 < u ^ 2 * (b - a) := by positivity
  have hv : 0 < v ^ 2 * (b - a) := by positivity
  -- multiplying `R - c` by `(E - a) (b - E)` removes the two bounding poles
  have hF : ContinuousOn (fun E => -(u ^ 2) * (b - E) + v ^ 2 * (E - a)
      + (E - a) * (b - E) * (S E - c)) (Icc a b) := by fun_prop
  obtain ⟨E, hE, hE0⟩ := intermediate_value_Ioo hab.le hF
    (show (0 : ℝ) ∈ Ioo _ _ from
      ⟨by simp only [sub_self, zero_mul, mul_zero, add_zero]; linarith,
       by simp only [sub_self, zero_mul, mul_zero, add_zero]; linarith⟩)
  have hE1 : -(u ^ 2) * (b - E) + v ^ 2 * (E - a)
      + (E - a) * (b - E) * (S E - c) = 0 := hE0
  have ha : a - E ≠ 0 := ne_of_lt (by linarith [hE.1])
  have hb : b - E ≠ 0 := ne_of_gt (by linarith [hE.2])
  have ha' : E - a ≠ 0 := ne_of_gt (by linarith [hE.1])
  have hlevel : rFunction e g E = c := by
    rw [hsplit]
    have q1 : u ^ 2 / (a - E) * (a - E) = u ^ 2 := div_mul_cancel₀ _ ha
    have q2 : v ^ 2 / (b - E) * (b - E) = v ^ 2 := div_mul_cancel₀ _ hb
    generalize u ^ 2 / (a - E) = X at *
    generalize v ^ 2 / (b - E) = Y at *
    have key : (E - a) * (b - E) * (X + (Y + S E) - c) = 0 := by
      linear_combination hE1 - (b - E) * q1 + (E - a) * q2
    have := (mul_eq_zero.1 key).resolve_left (mul_ne_zero ha' hb)
    linarith
  -- strict growth inside the gap excludes a second level
  exact ⟨E, ⟨hE, hlevel⟩, fun E' h' => hmono.injOn h'.1 hE (h'.2.trans hlevel.symm)⟩
```

The symbol `∃!` means "there is exactly one". In words: for every real $c$ and every gap $i$, exactly one energy $E$ satisfies both $e_i < E < e_{i+1}$ and $R(E) = c$. With a single pole there is no gap, and the statement says nothing.

For the derivation by hand, set $a = e_i$, $b = e_{i+1}$, $u = g_i$ and $v = g_{i+1}$. The function $R - c$ diverges at both ends of the gap, so the intermediate value theorem can't be applied to it on $[a,b]$. Multiplying by $(E-a)(b-E)$ removes the divergences:

$$F(E) = -u^2 (b - E) + v^2 (E - a) + (E-a)(b-E)\,\bigl(S(E) - c\bigr).$$

This $F$ is continuous on $[a,b]$, and its end values are

$$F(a) = -u^2 (b-a) < 0, \qquad F(b) = v^2 (b-a) > 0 .$$

Hence $F(E) = 0$ for some $E$ strictly between $a$ and $b$. There $(E-a)(b-E) \neq 0$, so dividing by it gives $R(E) = c$. A second solution in the gap would contradict the strict growth of $R$.

The nonzero amplitudes fix the two end signs. If $g_0 = 0$ in a two-pole problem with $g_1 \neq 0$, then $R = g_1^2/(e_1 - E)$ is positive throughout the gap, and $c = 0$ has no level there.

The Lean proof keeps this order. The `generalize` lines introduce the short names $a, b, u, v$; `hF` is the continuity of $F$, found by `fun_prop`. In `hlevel`, the two singular quotients are named `X` and `Y`, with `q1` and `q2` recording what they are. `linear_combination` then checks that $F(E) = 0$ gives $(E-a)(b-E)(R(E)-c) = 0$, and the nonzero prefactor is removed. The last line uses `hmono.injOn`: a strictly increasing function doesn't take the same value twice.

**The intermediate value theorem as an inclusion of sets.** The existence half turns on Mathlib's `intermediate_value_Ioo`. For $a \le b$ and $F$ continuous on $[a,b]$, it states that the open interval $(F(a), F(b))$ is contained in the image of the open interval $(a,b)$ under $F$. Lean treats such an inclusion as a function: given a proof that $0$ lies in $(F(a), F(b))$, it returns a proof that $0$ lies in the image. The `show` expression supplies the first proof, made of the two end signs. `obtain` unpacks the second into an energy `E`, the fact `hE` that it lies strictly inside the gap, and the equation `hE0`, which says $F(E) = 0$. The root can't sit on a pole, because $F$ is nonzero at both ends; the version for open intervals delivers this without a separate step.

The function $F$ can also serve in the numerical search. Inside the gap it has the same sign as $R - c$, and its end values are finite with known signs, so bisection can start from the poles themselves.

## How the levels move, and what lies outside the gaps

```lean
/-- With nonzero amplitudes, of two levels in the same gap, matched to boundary values `c` and `c'`,
the first lies lower exactly when `c < c'`. -/
theorem level_lt_iff {n : ℕ} {e g : Fin (n + 1) → ℝ}
    (he : StrictMono e) (hg : ∀ i, g i ≠ 0) (i : Fin n) {E E' c c' : ℝ}
    (hE : E ∈ Ioo (e i.castSucc) (e i.succ)) (hE' : E' ∈ Ioo (e i.castSucc) (e i.succ))
    (hc : rFunction e g E = c) (hc' : rFunction e g E' = c') :
    E < E' ↔ c < c' := by
  rw [← hc, ← hc']
  exact ((rFunction_strictMonoOn_gap he hg i).lt_iff_lt hE hE').symm
```

Let $E$ and $E'$ lie in the same gap, with $R(E) = c$ and $R(E') = c'$. Then $E < E'$ exactly when $c < c'$: raising the boundary value raises the level. The proof replaces $c$ and $c'$ by $R(E)$ and $R(E')$, after which the claim is the strict growth of $R$ on the gap.

```lean
/-- With nonzero amplitudes, the R-function is positive at energies below all poles and negative at
energies above all poles. -/
theorem rFunction_sign_outside {n : ℕ} {e g : Fin (n + 1) → ℝ}
    (hg : ∀ i, g i ≠ 0) (E : ℝ) :
    ((∀ i, E < e i) → 0 < rFunction e g E) ∧
      ((∀ i, e i < E) → rFunction e g E < 0) := by
  have hg2 : ∀ i, 0 < g i ^ 2 := fun i => by
    have := hg i
    positivity
  constructor
  · intro h
    exact Finset.sum_pos (fun i _ => div_pos (hg2 i) (sub_pos.2 (h i)))
      Finset.univ_nonempty
  · intro h
    have hpos : 0 < ∑ i, -(g i ^ 2 / (e i - E)) :=
      Finset.sum_pos (fun i _ => neg_pos.2 (div_neg_of_pos_of_neg (hg2 i)
        (sub_neg.2 (h i)))) Finset.univ_nonempty
    rw [Finset.sum_neg_distrib] at hpos
    exact neg_pos.1 hpos
```

Below all poles every denominator $e_i - E$ is positive, so $R(E) > 0$. Above all poles every denominator is negative, so $R(E) < 0$. The proof adds up positive terms in the first case and does the same for $-R$ in the second.

A level below the lowest pole therefore requires $c > 0$, and a level above the highest requires $c < 0$. For a hard wall, $c = 0$, all levels away from the poles lie in the gaps. For $c \neq 0$ a search restricted to the gaps is incomplete: a short limit argument, which the file does not contain, gives exactly one further level, below $e_0$ if $c > 0$ and above $e_n$ if $c < 0$.

## Two poles and a hard wall

```lean
/-- With two poles and `g 0` nonzero, an energy away from both poles solves `R(E) = 0` exactly when
it is the average of the pole energies, each weighted by the squared amplitude of the other pole. -/
theorem two_pole_level (e g : Fin 2 → ℝ) (hg : g 0 ≠ 0) {E : ℝ}
    (h0 : E ≠ e 0) (h1 : E ≠ e 1) :
    rFunction e g E = 0 ↔
      E = (g 0 ^ 2 * e 1 + g 1 ^ 2 * e 0) / (g 0 ^ 2 + g 1 ^ 2) := by
  have h0' : e 0 - E ≠ 0 := sub_ne_zero.2 h0.symm
  have h1' : e 1 - E ≠ 0 := sub_ne_zero.2 h1.symm
  have hD : g 0 ^ 2 + g 1 ^ 2 ≠ 0 := by positivity
  unfold rFunction
  rw [Fin.sum_univ_two, div_add_div _ _ h0' h1', div_eq_zero_iff, eq_div_iff hD]
  constructor
  · rintro (h | h)
    · linear_combination -h
    · exact absurd h (mul_ne_zero h0' h1')
  · intro h
    left
    linear_combination -h

end

end RMatrixLevels
```

The smallest case with a gap has two poles, and for $c = 0$ it can be solved in closed form. Away from the poles, multiplying $R(E) = 0$ by both denominators gives

$$g_0^2 (e_1 - E) + g_1^2 (e_0 - E) = 0 \quad\Longleftrightarrow\quad E = \frac{g_0^2\, e_1 + g_1^2\, e_0}{g_0^2 + g_1^2}.$$

The proof combines the two fractions with `div_add_div`, and `linear_combination` matches the numerator with the formula in each direction. Only $g_0 \neq 0$ is assumed, which is enough to keep $g_0^2 + g_1^2$ from vanishing.

Each pole energy is weighted by the squared amplitude of the other pole, so the level is pushed away from the stronger pole. Equal nonzero amplitudes put it at the midpoint. As $g_1 \to 0$ with $g_0$ fixed, it approaches $e_1$, the pole that is about to disappear from $R$.

```lean
#print axioms RMatrixLevels.existsUnique_level_in_gap
-- 'RMatrixLevels.existsUnique_level_in_gap' depends on axioms: [propext, Classical.choice, Quot.sound]
#print axioms RMatrixLevels.level_lt_iff
-- 'RMatrixLevels.level_lt_iff' depends on axioms: [propext, Classical.choice, Quot.sound]
#print axioms RMatrixLevels.rFunction_sign_outside
-- 'RMatrixLevels.rFunction_sign_outside' depends on axioms: [propext, Classical.choice, Quot.sound]
#print axioms RMatrixLevels.two_pole_level
-- 'RMatrixLevels.two_pole_level' depends on axioms: [propext, Classical.choice, Quot.sound]
```
